# Along the double-bracket flow of a real symmetric density matrix, every $\mathrm{Tr}(D^k)$ is constant and the mean-field energy falls at the rate $\|[D,F]\|^2$

## Velocities entry by entry

A moving density matrix is treated here as a finite table of real functions of time. The curve $D(t)$ has velocity $V$ at time $t$ when each entry $D_{ij}$ has the ordinary derivative $V_{ij}$ there. No matrix norm has to be chosen to say this, and the product and trace rules reduce to the calculus of finite sums.

## Energy and flow

Let $h$ be a real symmetric one-electron matrix and $G$ a linear map on matrices, and set

$$F(D)=h+G(D),\qquad E(D)=\mathrm{Tr}(hD)+\tfrac12\mathrm{Tr}(G(D)D).$$

Two conditions are placed on $G$: it sends symmetric matrices to symmetric matrices, and $\mathrm{Tr}(G(A)B)=\mathrm{Tr}(A\,G(B))$ for symmetric $A$ and $B$. In Hartree–Fock theory with real orbitals, $G$ collects the Coulomb and exchange terms, and these conditions express the permutation symmetry of the two-electron integrals.

With $[A,B]=AB-BA$, the flow is

$$D'=-[D,[D,F(D)]].$$

It is a continuous-time model of direct energy minimization, for a finite real orthonormal basis and a linear mean field. The energy is stationary along it exactly when $[D,F]=0$, which is the self-consistency condition.

## The statement in Lean

The index type `n` is any finite type, so every matrix size is allowed. The definitions `comm`, `fock` and `energy` are the formulas above, `frobSq` is the sum of the squared entries, and `IsMeanField` holds the two conditions on $G$. `HasEntryDerivAt` is the entrywise velocity.

`IsFlow h G D I` says that $D(t)$ is symmetric and satisfies the flow equation at each time in the set `I`. The condition `I.OrdConnected` says that `I` contains every time between any two of its members, so `I` may be a bounded interval, a half-line or the whole line. The derivatives are two-sided even at an endpoint that belongs to `I`.

The theorem `double_bracket_flow` then says two things. For every natural number $k$, $\mathrm{Tr}(D^k)$ has the same value at any two times in `I`. At each time in `I`, the energy has derivative $-\|[D,F(D)]\|^2$, with the squared Frobenius norm.

The solution is assumed, not constructed. Convergence at long times, finite step sizes, complex orbitals and nonlinear exchange–correlation potentials are not covered.

## Why the traces stay fixed

Write $C=[D,F]$ and $B=-C$. The flow becomes $D'=[D,B]$. Suppose that $(D^k)'=[D^k,B]$, which for $k=0$ reads $0=0$. The product rule gives

$$\begin{aligned}(D^{k+1})'&=[D^k,B]D+D^k[D,B]\\&=D^kBD-BD^{k+1}+D^{k+1}B-D^kBD\\&=[D^{k+1},B].\end{aligned}$$

The formula therefore holds for every $k$. Since $\mathrm{Tr}(D^kB)=\mathrm{Tr}(BD^k)$, the derivative of $\mathrm{Tr}(D^k)$ is zero, and the trace is constant on the interval.

For a symmetric matrix these traces determine the eigenvalues, so the occupations do not change; the file stops at the traces and at one consequence for idempotency. Because $D^2-D$ is symmetric,

$$\|D^2-D\|^2=\mathrm{Tr}\big((D^2-D)^2\big)=\mathrm{Tr}D^4-2\,\mathrm{Tr}D^3+\mathrm{Tr}D^2.$$

The right-hand side is conserved. If it vanishes at one time it vanishes at all times in the interval, and $D^2=D$ persists.

## Why the energy falls

Let $V=D'$. Since $C^{\mathsf T}=FD-DF=-C$, we have $[D,C]^{\mathsf T}=C^{\mathsf T}D-DC^{\mathsf T}=[D,C]$, so $V=-[D,C]$ is symmetric. Linearity of $G$ and the product rule give

$$\frac{dE}{dt}=\mathrm{Tr}(hV)+\tfrac12\mathrm{Tr}(G(V)D)+\tfrac12\mathrm{Tr}(G(D)V).$$

By self-adjointness and cyclicity, $\mathrm{Tr}(G(V)D)=\mathrm{Tr}(V\,G(D))=\mathrm{Tr}(G(D)V)$. The two halves are equal, and $dE/dt=\mathrm{Tr}(FV)=-\mathrm{Tr}(F[D,C])$.

Next, expanding the products shows that

$$F[D,C]=-C^2+[D,FC].$$

The last commutator has zero trace, so

$$\mathrm{Tr}(F[D,C])=-\mathrm{Tr}(C^2)=\mathrm{Tr}(CC^{\mathsf T})=\sum_{i,j}C_{ij}^2=\|C\|^2.$$

Hence $dE/dt=-\|[D,F]\|^2$.

## A two-level solution

Take $h=\mathrm{diag}(\tfrac12,-\tfrac12)$, $G(D)=gD$ with a real number $g$, and

$$D(t)=\frac12\begin{pmatrix}1-z&x\\x&1+z\end{pmatrix},\qquad x=\frac1{\cosh t},\quad z=\tanh t.$$

The theorem `double_bracket_flow_witness` confirms that this $G$ meets both conditions and that the curve solves the flow at all times. The mean-field term commutes with $D$ and leaves the motion unchanged. The energy is $(g-\tanh t)/2$, and the population moves from the upper level to the lower one as $t$ runs from $-\infty$ to $\infty$.

## The complete file

```lean
import Mathlib

open Matrix

namespace DoubleBracketFlow

noncomputable section

variable {n : Type*} [Fintype n]

/-- The commutator `[A, B] = AB - BA`. -/
def comm (A B : Matrix n n ℝ) : Matrix n n ℝ := A * B - B * A

/-- The squared Frobenius norm, the sum of the squares of all entries. -/
def frobSq (X : Matrix n n ℝ) : ℝ := ∑ i, ∑ j, X i j ^ 2

/-- The Fock matrix `F(D) = h + G(D)`. -/
def fock (h : Matrix n n ℝ) (G : Matrix n n ℝ →ₗ[ℝ] Matrix n n ℝ) (D : Matrix n n ℝ) :
    Matrix n n ℝ := h + G D

/-- The mean-field energy `E(D) = Tr(hD) + (1/2) Tr(G(D)D)`. -/
def energy (h : Matrix n n ℝ) (G : Matrix n n ℝ →ₗ[ℝ] Matrix n n ℝ) (D : Matrix n n ℝ) : ℝ :=
  trace (h * D) + 1 / 2 * trace (G D * D)

/-- The linear two-electron map `G` sends symmetric matrices to symmetric matrices and is
self-adjoint on them for the trace product. -/
structure IsMeanField (G : Matrix n n ℝ →ₗ[ℝ] Matrix n n ℝ) : Prop where
  symm : ∀ A, A.IsSymm → (G A).IsSymm
  selfAdj : ∀ A B, A.IsSymm → B.IsSymm → trace (G A * B) = trace (A * G B)

/-- The matrix curve `D` has velocity `V` at time `t`, entry by entry. -/
def HasEntryDerivAt (D : ℝ → Matrix n n ℝ) (V : Matrix n n ℝ) (t : ℝ) : Prop :=
  ∀ i j, HasDerivAt (fun s => D s i j) (V i j) t

/-- `D` is a symmetric solution of `D' = -[D, [D, F(D)]]` at all times in `I`. -/
structure IsFlow (h : Matrix n n ℝ) (G : Matrix n n ℝ →ₗ[ℝ] Matrix n n ℝ)
    (D : ℝ → Matrix n n ℝ) (I : Set ℝ) : Prop where
  symm : ∀ t ∈ I, (D t).IsSymm
  flow : ∀ t ∈ I, HasEntryDerivAt D (-comm (D t) (comm (D t) (fock h G (D t)))) t

/-- The product rule for matrix curves, with the order of the factors kept. -/
theorem HasEntryDerivAt.mul {A B : ℝ → Matrix n n ℝ} {A' B' : Matrix n n ℝ} {t : ℝ}
    (hA : HasEntryDerivAt A A' t) (hB : HasEntryDerivAt B B' t) :
    HasEntryDerivAt (fun s => A s * B s) (A' * B t + A t * B') t := by
  intro i j
  simp only [Matrix.mul_apply, Matrix.add_apply]
  rw [← Finset.sum_add_distrib]
  exact HasDerivAt.fun_sum (fun k _ => (hA i k).fun_mul (hB k j))

/-- The trace of a matrix curve changes at the rate given by the trace of its velocity. -/
theorem HasEntryDerivAt.trace {A : ℝ → Matrix n n ℝ} {A' : Matrix n n ℝ} {t : ℝ}
    (hA : HasEntryDerivAt A A' t) :
    HasDerivAt (fun s => Matrix.trace (A s)) (Matrix.trace A') t := by
  simp only [Matrix.trace, Matrix.diag_apply]
  exact HasDerivAt.fun_sum (fun i _ => hA i i)

/-- The squared Frobenius norm is `Tr(X Xᵀ)`. -/
theorem frobSq_eq (X : Matrix n n ℝ) : frobSq X = trace (X * Xᵀ) := by
  simp [frobSq, Matrix.trace, Matrix.mul_apply, pow_two]

variable [DecidableEq n]

/-- If the velocity of `D` has the Lax form `[D, B]`, then that of `D^k` is `[D^k, B]`. -/
theorem lax_power {D : ℝ → Matrix n n ℝ} {B : Matrix n n ℝ} {t : ℝ}
    (hD : HasEntryDerivAt D (comm (D t) B) t) (k : ℕ) :
    HasEntryDerivAt (fun s => D s ^ k) (comm (D t ^ k) B) t := by
  induction k with
  | zero =>
    have e : comm (D t ^ 0) B = 0 := by simp [comm]
    rw [e]
    intro i j
    simp only [pow_zero, Matrix.zero_apply]
    exact hasDerivAt_const _ _
  | succ k ih =>
    -- the commutator with `B` is a derivation
    have e : comm (D t ^ (k + 1)) B = comm (D t ^ k) B * D t + D t ^ k * comm (D t) B := by
      unfold comm
      rw [pow_succ]
      generalize D t ^ k = P
      noncomm_ring
    rw [e]
    simp only [pow_succ]
    exact ih.mul hD

/-- Along the double-bracket flow on an interval, every `Tr(D^k)` is constant. -/
theorem trace_pow_const {h : Matrix n n ℝ} {G : Matrix n n ℝ →ₗ[ℝ] Matrix n n ℝ}
    {D : ℝ → Matrix n n ℝ} {I : Set ℝ} (hI : I.OrdConnected) (hD : IsFlow h G D I) (k : ℕ) :
    ∀ s ∈ I, ∀ t ∈ I, trace (D s ^ k) = trace (D t ^ k) := by
  have h0 : ∀ t ∈ I, HasDerivAt (fun s => trace (D s ^ k)) 0 t := by
    intro t ht
    have e : -comm (D t) (comm (D t) (fock h G (D t)))
        = comm (D t) (-comm (D t) (fock h G (D t))) := by
      simp only [comm]
      noncomm_ring
    have hf := hD.flow t ht
    rw [e] at hf
    -- the trace of a commutator vanishes
    refine (lax_power hf k).trace.congr_deriv ?_
    rw [comm, Matrix.trace_sub, Matrix.trace_mul_comm, sub_self]
  have key : ∀ s ∈ I, ∀ t ∈ I, s ≤ t → trace (D t ^ k) = trace (D s ^ k) :=
    fun s hs t ht hst => constant_of_has_deriv_right_zero (f := fun u => trace (D u ^ k))
      (fun x hx => (h0 x (hI.out hs ht hx)).continuousAt.continuousWithinAt)
      (fun x hx => (h0 x (hI.out hs ht ⟨hx.1, hx.2.le⟩)).hasDerivWithinAt) t ⟨hst, le_rfl⟩
  intro s hs t ht
  rcases le_total s t with hst | hst
  · exact (key s hs t ht hst).symm
  · exact key t ht s hs hst

/-- The Fock matrix is the energy gradient: at a symmetric `D` moving with symmetric velocity `V`,
the energy changes at the rate `Tr(F(D)V)`, for `G` satisfying `IsMeanField`. -/
theorem energy_hasDerivAt (h : Matrix n n ℝ) {G : Matrix n n ℝ →ₗ[ℝ] Matrix n n ℝ}
    (hG : IsMeanField G) {D : ℝ → Matrix n n ℝ} {V : Matrix n n ℝ} {t : ℝ}
    (hS : (D t).IsSymm) (hV : V.IsSymm) (hD : HasEntryDerivAt D V t) :
    HasDerivAt (fun s => energy h G (D s)) (trace (fock h G (D t) * V)) t := by
  -- a linear map is a fixed linear combination of matrix entries
  have e : ∀ (x : Matrix n n ℝ) (i j : n),
      G x i j = ∑ k, ∑ l, x k l * G (Matrix.single k l 1) i j := by
    intro x i j
    conv_lhs => rw [Matrix.matrix_eq_sum_single x]
    simp only [map_sum, Matrix.sum_apply]
    refine Finset.sum_congr rfl fun k _ => Finset.sum_congr rfl fun l _ => ?_
    have e1 : Matrix.single k l (x k l) = x k l • Matrix.single k l (1 : ℝ) := by
      simp [Matrix.smul_single]
    rw [e1, map_smul, Matrix.smul_apply, smul_eq_mul]
  have hGD : HasEntryDerivAt (fun s => G (D s)) (G V) t := by
    intro i j
    change HasDerivAt (fun s => G (D s) i j) (G V i j) t
    rw [e V i j, funext fun s => e (D s) i j]
    exact HasDerivAt.fun_sum fun k _ => HasDerivAt.fun_sum fun l _ => (hD k l).mul_const _
  have hc : HasEntryDerivAt (fun _ => h) 0 t := fun i j => hasDerivAt_const _ _
  refine ((hc.mul hD).trace.fun_add ((hGD.mul hD).trace.const_mul (1 / 2 : ℝ))).congr_deriv ?_
  -- self-adjointness makes the two halves of the quadratic term equal
  have s1 := hG.selfAdj V (D t) hV hS
  have s2 := Matrix.trace_mul_comm V (G (D t))
  simp only [fock, Matrix.zero_mul, zero_add, Matrix.add_mul, Matrix.trace_add]
  linear_combination (1 / 2) * s1 + (1 / 2) * s2

/-- For symmetric `A` and `F`, `Tr(F[A, [A, F]])` is the squared Frobenius norm of `[A, F]`. -/
theorem trace_double_comm {A F : Matrix n n ℝ} (hA : A.IsSymm) (hF : F.IsSymm) :
    trace (F * comm A (comm A F)) = frobSq (comm A F) := by
  have hT : (comm A F)ᵀ = -comm A F := by
    simp only [comm, Matrix.transpose_sub, Matrix.transpose_mul, hA.eq, hF.eq]
    abel
  have e : F * comm A (comm A F) = comm A F * -comm A F
      + (A * (F * comm A F) - F * comm A F * A) := by
    simp only [comm]
    noncomm_ring
  rw [frobSq_eq, hT, e, Matrix.trace_add, Matrix.trace_sub,
    Matrix.trace_mul_comm (F * comm A F) A, sub_self, add_zero]

/-- Let `h` be symmetric, and let `G` send symmetric matrices to symmetric matrices and be
self-adjoint on them for the trace product. Then a symmetric solution of `D' = -[D, [D, F(D)]]` on
an interval keeps every `Tr(D^k)` constant, and its energy has time derivative minus the squared
Frobenius norm of `[D, F(D)]`. -/
theorem double_bracket_flow {h : Matrix n n ℝ} {G : Matrix n n ℝ →ₗ[ℝ] Matrix n n ℝ}
    {D : ℝ → Matrix n n ℝ} {I : Set ℝ} (hh : h.IsSymm) (hG : IsMeanField G)
    (hI : I.OrdConnected) (hD : IsFlow h G D I) :
    (∀ k : ℕ, ∀ s ∈ I, ∀ t ∈ I, trace (D s ^ k) = trace (D t ^ k)) ∧
    ∀ t ∈ I, HasDerivAt (fun s => energy h G (D s))
      (-frobSq (comm (D t) (fock h G (D t)))) t := by
  refine ⟨trace_pow_const hI hD, fun t ht => ?_⟩
  have hA := hD.symm t ht
  have hF : (fock h G (D t)).IsSymm := hh.add (hG.symm _ hA)
  have hV : (-comm (D t) (comm (D t) (fock h G (D t)))).IsSymm := by
    simp only [Matrix.IsSymm, comm, Matrix.transpose_neg, Matrix.transpose_sub,
      Matrix.transpose_mul, hA.eq, hF.eq]
    noncomm_ring
  refine (energy_hasDerivAt h hG hA hV (hD.flow t ht)).congr_deriv ?_
  rw [Matrix.mul_neg, Matrix.trace_neg, trace_double_comm hA hF]

/-- A density matrix that is idempotent at one time of the flow on an interval is idempotent
at all times of that interval. -/
theorem idempotent_preserved {h : Matrix n n ℝ} {G : Matrix n n ℝ →ₗ[ℝ] Matrix n n ℝ}
    {D : ℝ → Matrix n n ℝ} {I : Set ℝ} (hI : I.OrdConnected) (hD : IsFlow h G D I)
    {s t : ℝ} (hs : s ∈ I) (ht : t ∈ I) (hP : D s * D s = D s) : D t * D t = D t := by
  -- the idempotency error is a combination of conserved traces
  have q : ∀ u ∈ I, frobSq (D u * D u - D u)
      = trace (D u ^ 4) - 2 * trace (D u ^ 3) + trace (D u ^ 2) := by
    intro u hu
    have e : (D u * D u - D u) * (D u * D u - D u)
        = D u ^ 4 - (D u ^ 3 + D u ^ 3) + D u ^ 2 := by noncomm_ring
    rw [frobSq_eq, Matrix.transpose_sub, Matrix.transpose_mul, (hD.symm u hu).eq, e,
      Matrix.trace_add, Matrix.trace_sub, Matrix.trace_add]
    ring
  have z : frobSq (D t * D t - D t) = 0 := by
    rw [q t ht, trace_pow_const hI hD 4 t ht s hs, trace_pow_const hI hD 3 t ht s hs,
      trace_pow_const hI hD 2 t ht s hs, ← q s hs, hP, sub_self]
    simp [frobSq]
  -- a vanishing sum of squares has vanishing terms
  ext i j
  have z1 := (Finset.sum_eq_zero_iff_of_nonneg (s := Finset.univ)
    (f := fun i => ∑ j, (D t * D t - D t) i j ^ 2)
    (fun i _ => Finset.sum_nonneg fun j _ => sq_nonneg _)).1 z i (Finset.mem_univ i)
  have z2 := (Finset.sum_eq_zero_iff_of_nonneg (s := Finset.univ)
    (f := fun j => (D t * D t - D t) i j ^ 2)
    (fun j _ => sq_nonneg _)).1 z1 j (Finset.mem_univ j)
  exact sub_eq_zero.1 (pow_eq_zero_iff two_ne_zero |>.1 z2)

/-- The symmetric two-level matrix of trace one with off-diagonal entries `x/2` and diagonal entries
`(1 - z)/2` and `(1 + z)/2`. -/
def twoLevel (x z : ℝ) : Matrix (Fin 2) (Fin 2) ℝ :=
  !![(1 - z) / 2, x / 2; x / 2, (1 + z) / 2]

/-- For `h = diag(1/2, -1/2)` and `G(D) = gD`, the two-level density matrix with `x = 1/cosh t` and
`z = tanh t` solves the flow at all times, and this `G` satisfies `IsMeanField`. -/
theorem double_bracket_flow_witness (g : ℝ) :
    IsMeanField (g • (LinearMap.id : Matrix (Fin 2) (Fin 2) ℝ →ₗ[ℝ] _)) ∧
    IsFlow !![1 / 2, 0; 0, -1 / 2] (g • LinearMap.id)
      (fun t => twoLevel (1 / Real.cosh t) (Real.sinh t / Real.cosh t)) Set.univ := by
  have key : ∀ x z : ℝ, -comm (twoLevel x z) (comm (twoLevel x z)
      (fock !![1 / 2, 0; 0, -1 / 2] (g • LinearMap.id) (twoLevel x z)))
      = !![-(x ^ 2) / 2, -(x * z) / 2; -(x * z) / 2, x ^ 2 / 2] := by
    intro x z
    ext i j
    fin_cases i <;> fin_cases j <;>
      simp [comm, fock, twoLevel] <;> ring
  refine ⟨⟨fun A hA => hA.smul g, fun A B _ _ => by simp⟩, ⟨fun t _ => ?_, fun t _ => ?_⟩⟩
  · refine Matrix.IsSymm.ext fun i j => ?_
    fin_cases i <;> fin_cases j <;> rfl
  · have hc : Real.cosh t ≠ 0 := (Real.cosh_pos t).ne'
    have hz : HasDerivAt (fun u => Real.sinh u / Real.cosh u) (1 / Real.cosh t ^ 2) t :=
      ((Real.hasDerivAt_sinh t).fun_div (Real.hasDerivAt_cosh t) hc).congr_deriv (by
        congr 1
        linear_combination Real.cosh_sq t)
    have hx : HasDerivAt (fun u => 1 / Real.cosh u) (-Real.sinh t / Real.cosh t ^ 2) t :=
      ((hasDerivAt_const t (1 : ℝ)).fun_div (Real.hasDerivAt_cosh t) hc).congr_deriv (by ring)
    rw [key]
    intro i j
    fin_cases i <;> fin_cases j
    · change HasDerivAt (fun u => (1 - Real.sinh u / Real.cosh u) / 2)
        (-((1 / Real.cosh t) ^ 2) / 2) t
      exact ((hz.const_sub 1).div_const 2).congr_deriv (by ring)
    · change HasDerivAt (fun u => 1 / Real.cosh u / 2)
        (-(1 / Real.cosh t * (Real.sinh t / Real.cosh t)) / 2) t
      exact (hx.div_const 2).congr_deriv (by ring)
    · change HasDerivAt (fun u => 1 / Real.cosh u / 2)
        (-(1 / Real.cosh t * (Real.sinh t / Real.cosh t)) / 2) t
      exact (hx.div_const 2).congr_deriv (by ring)
    · change HasDerivAt (fun u => (1 + Real.sinh u / Real.cosh u) / 2)
        ((1 / Real.cosh t) ^ 2 / 2) t
      exact ((hz.const_add 1).div_const 2).congr_deriv (by ring)

end

end DoubleBracketFlow
```

```lean
#print axioms DoubleBracketFlow.double_bracket_flow
#print axioms DoubleBracketFlow.idempotent_preserved
```

```
'DoubleBracketFlow.double_bracket_flow' depends on axioms: [propext, Classical.choice, Quot.sound]
'DoubleBracketFlow.idempotent_preserved' depends on axioms: [propext, Classical.choice, Quot.sound]
```

## From the product rule to the conserved traces

`HasEntryDerivAt.mul` and `HasEntryDerivAt.trace` are the product and trace rules. `lax_power` carries out the induction on $k$, and its equation `e` is the expansion displayed above.

In `trace_pow_const` the flow is first rewritten as $D'=[D,B]$, after which the trace of the commutator cancels. The Mathlib lemma `constant_of_has_deriv_right_zero` turns the zero derivative into equal values at the ends of a time segment, and `hI.out` keeps the intermediate times inside `I`. This part uses neither the symmetry of $h$ nor the conditions on $G$.

`idempotent_preserved` writes the idempotency error through the conserved traces, then uses the fact that a vanishing sum of squares has only vanishing terms.

## From the gradient to the energy rate

`energy_hasDerivAt` expands $G(D)$ as a fixed linear combination of the entries of $D$, which gives $G(D)$ the velocity $G(V)$. The final `linear_combination` adds half of the self-adjointness identity to half of the cyclicity identity. `trace_double_comm` supplies the squared norm through `frobSq_eq`, which is $\|X\|^2=\mathrm{Tr}(XX^{\mathsf T})$. The main theorem checks that $F$ and $V$ are symmetric and joins these results.

## What `noncomm_ring` can and cannot see

The commutator algebra rests on the tactic `noncomm_ring`. It proves identities that hold in every ring, commutative or not: it multiplies out the products, keeps the order of the factors and compares the resulting terms.

It knows nothing about traces or transposes. The equality $\mathrm{Tr}(F[D,C])=-\mathrm{Tr}(C^2)$ is therefore out of its reach, since it depends on cyclicity. In `trace_double_comm` the equation `e` separates the two kinds of reasoning. It states the matrix identity $F[A,C]=-C^2+[A,FC]$, with $A$ in the place of $D$ and $C=[A,F]$, and `noncomm_ring` proves it. `Matrix.trace_mul_comm` then removes the trace of the remaining commutator.

In `lax_power`, the line `generalize D t ^ k = P` plays a similar preparatory role: it replaces the power with an unknown exponent by a single matrix `P`, so that only a polynomial identity in three matrices is left.
